# At fixed nonzero peak coupling, a carrier-free Gaussian pulse exp(−t²/s²) gives the largest first-order excitation at duration s = √2/w, for transition frequency w > 0

The excitation probability is defined here as the squared modulus of a time integral, so that its closed form in the pulse duration has to be proved. What is postulated is the integral itself, the transition amplitude of first-order time-dependent perturbation theory. It stands for a single action of the coupling on a system that starts in its lower state, with the depletion of that state neglected.

The system has two levels separated by the transition frequency $w$, in units with $\hbar=1$. A real, time-dependent coupling $f(t)$ connects them, and there is no decay or dephasing. The duration of a Gaussian $f$ is measured from its peak to the time at which it has dropped to $1/e$ of the peak value. For fixed nonzero peak value and for $w>0$, the first-order probability rises with the duration up to $\sqrt2/w$ and falls from there on, so lengthening the pulse can reduce the excitation.

```lean
import Mathlib

open scoped Real

namespace GaussianPulseExcitation

noncomputable section
```

## Pulse, amplitude and probability

Let $V$ be the peak coupling, also called the amplitude of the pulse (not to be confused with the transition amplitude $a$ below), $s$ the duration and $t$ the time. The pulse is

$$f(t)=V e^{-t^2/s^2}.$$

The duration $s$ is therefore the time after the peak at which the coupling has dropped to $1/e$ of its peak value. The pulse has no carrier oscillation.

```lean
/-- A Gaussian pulse of peak coupling `V` and duration `s ≠ 0`, as a function of time `t`. -/
def gaussianPulse (V s t : ℝ) : ℝ := V * Real.exp (-(t ^ 2 / s ^ 2))
```

In the interaction picture the matrix element of the coupling from the lower to the upper level is $f(t)\,e^{iwt}$. To first order in the coupling, the amplitude for ending in the upper level is

$$a=-i\int_{-\infty}^{\infty} f(t)\,e^{iwt}\,dt .$$

```lean
/-- The first-order transition amplitude (with ħ = 1) for an integrable coupling `f`
and transition frequency `w`. -/
def firstOrderAmplitude (f : ℝ → ℝ) (w : ℝ) : ℂ :=
  -Complex.I * ∫ t : ℝ, (f t : ℂ) * Complex.exp (Complex.I * w * t)
```

`firstOrderAmplitude` takes any function `f : ℝ → ℝ` and returns a complex number. Lean assigns the value zero to the integral of a non-integrable function, so the definition has its physical meaning only for integrable couplings, such as the Gaussian with $s>0$.

The excitation probability at duration $s$ is $P(s)=|a|^2$, evaluated for the Gaussian pulse.

```lean
/-- The first-order excitation probability for a Gaussian pulse of peak coupling `V` and
duration `s ≠ 0`, at transition frequency `w`. -/
def excitationProbability (V w s : ℝ) : ℝ :=
  ‖firstOrderAmplitude (gaussianPulse V s) w‖ ^ 2
```

In `excitationProbability V w s` the duration is the last argument. Thus `excitationProbability V w` is the function $s\mapsto P(s)$ at fixed amplitude and frequency, whose growth and decrease are studied below. Being a first-order quantity, $P(s)$ is not bounded by 1, and it approximates the true transition probability only when the coupling is weak enough.

## The Gaussian integral

For $s>0$, complete the square in the exponent:

$$-\frac{t^2}{s^2}+iwt=-\frac{1}{s^2}\Bigl(t-\frac{iws^2}{2}\Bigr)^2-\frac{w^2s^2}{4}.$$

The imaginary shift of $t$ does not change the integral, because the Gaussian is analytic and decays at both ends of the strip between the two lines of integration. What remains is $\int e^{-t^2/s^2}dt=s\sqrt\pi$, and so

$$a=-i\,V s\sqrt\pi\;e^{-w^2s^2/4}.$$

The factor $Vs\sqrt\pi$ is the area under the pulse, and for $V\neq0$ its magnitude grows with $s$. The exponential is the ratio of the pulse's spectral amplitude at frequency $w$ to that at frequency zero (again for $V\neq0$), and for $w>0$ it shrinks as $s$ grows. The maximum comes from the competition between the two.

```lean
/-- The first-order amplitude of a Gaussian pulse of duration `s > 0` is itself Gaussian in
the transition frequency. -/
theorem amplitude_gaussian (V w : ℝ) {s : ℝ} (hs : 0 < s) :
    firstOrderAmplitude (gaussianPulse V s) w =
      -Complex.I * ((V * s * √π * Real.exp (-(w ^ 2 * s ^ 2 / 4)) : ℝ) : ℂ) := by
  have hb : (((-(1 / s ^ 2) : ℝ) : ℂ)).re < 0 := by
    rw [Complex.ofReal_re]
    have : 0 < 1 / s ^ 2 := by positivity
    linarith
  -- pulse and phase factor combine into the exponential of a quadratic
  have hfun : ∀ t : ℝ, (gaussianPulse V s t : ℂ) * Complex.exp (Complex.I * w * t) =
      (V : ℂ) * Complex.exp
        (((-(1 / s ^ 2) : ℝ) : ℂ) * (t : ℂ) ^ 2 + Complex.I * w * t + 0) := by
    intro t
    rw [gaussianPulse, Complex.ofReal_mul, Complex.ofReal_exp, mul_assoc, ← Complex.exp_add]
    congr 2
    push_cast
    ring
  have hint := integral_cexp_quadratic hb (Complex.I * w) 0
  -- the prefactor and the exponent of the Gaussian integral are real
  have hroot : ((π : ℂ) / -((-(1 / s ^ 2) : ℝ) : ℂ)) ^ (1 / 2 : ℂ) = ((√π * s : ℝ) : ℂ) := by
    have h1 : (π : ℂ) / -((-(1 / s ^ 2) : ℝ) : ℂ) = ((π * s ^ 2 : ℝ) : ℂ) := by
      push_cast
      ring_nf
      rw [inv_inv]
    have h2 : (1 / 2 : ℂ) = ((1 / 2 : ℝ) : ℂ) := by norm_num
    rw [h1, h2, ← Complex.ofReal_cpow (by positivity), ← Real.sqrt_eq_rpow,
      Real.sqrt_mul Real.pi_pos.le, Real.sqrt_sq hs.le]
  have hexp : 0 - (Complex.I * w) ^ 2 / (4 * ((-(1 / s ^ 2) : ℝ) : ℂ)) =
      ((-(w ^ 2 * s ^ 2 / 4) : ℝ) : ℂ) := by
    rw [mul_pow, Complex.I_sq]
    push_cast
    ring_nf
    rw [inv_inv]
  simp only [firstOrderAmplitude, hfun]
  rw [MeasureTheory.integral_const_mul, hint, hroot, hexp]
  push_cast
  ring
```

The statement needs only $s>0$; $V$ and $w$ may be any real numbers. The step `hfun` joins pulse and phase factor into one exponential of a quadratic. Completing the square and shifting the line of integration are contained in Mathlib's `integral_cexp_quadratic`, which gives

$$\int e^{bt^2+ct+d}\,dt=\Bigl(\frac{\pi}{-b}\Bigr)^{1/2}e^{d-c^2/(4b)}$$

when the real part of $b$ is negative. Here $b=-1/s^2$, $c=iw$ and $d=0$, and `hb` supplies the sign condition. The lemma returns a complex power and a complex exponent. `hroot` identifies the first with the real number $\sqrt\pi\,s$, and `hexp` identifies the second with $-w^2s^2/4$.

Taking the squared modulus removes the factor $-i$ and doubles the exponent:

$$P(s)=\pi V^2s^2e^{-w^2s^2/2}.$$

```lean
/-- For a pulse duration `s > 0` the first-order excitation probability is
`π V² s² exp(-w² s² / 2)`. -/
theorem probability_gaussian (V w : ℝ) {s : ℝ} (hs : 0 < s) :
    excitationProbability V w s = π * V ^ 2 * s ^ 2 * Real.exp (-(w ^ 2 * s ^ 2 / 2)) := by
  have hE : Real.exp (-(w ^ 2 * s ^ 2 / 4)) ^ 2 = Real.exp (-(w ^ 2 * s ^ 2 / 2)) := by
    rw [pow_two, ← Real.exp_add]
    congr 1
    ring
  have hpi : √π ^ 2 = π := Real.sq_sqrt Real.pi_pos.le
  rw [excitationProbability, amplitude_gaussian V w hs, norm_mul, norm_neg, Complex.norm_I,
    one_mul, Complex.norm_real, Real.norm_eq_abs, sq_abs, ← hE]
  linear_combination V ^ 2 * s ^ 2 * Real.exp (-(w ^ 2 * s ^ 2 / 4)) ^ 2 * hpi
```

The rewriting uses that $-i$ has norm 1 and that the norm of a real number is its absolute value. `hE` squares the exponential, `hpi` replaces $(\sqrt\pi)^2$ by $\pi$, and `linear_combination` assembles the result.

## One inequality for both sides of the maximum

Set $u=w^2s^2/2$. For $w>0$,

$$P(s)=\frac{2\pi V^2}{w^2}\,u\,e^{-u},$$

so the shape of the curve is that of $u e^{-u}$. Instead of differentiating, compare its values at $u>0$ and at another point $v\neq u$. The strict inequality $1+x<e^x$ for $x\neq0$, taken at $x=v-u$ and multiplied by $u$, gives

$$u(1+v-u)<u\,e^{v-u}.$$

The left side can be rewritten as

$$u(1+v-u)=v+(u-1)(v-u).$$

If $(u-1)(v-u)\ge0$, it follows that $v<u\,e^{v-u}$, and multiplication by $e^{-v}$ yields

$$v\,e^{-v}<u\,e^{-u}.$$

The sign condition says that the step from $u$ to $v$ leads away from 1, or that it starts at $u=1$, where any direction is allowed.

```lean
/-- The profile `u exp(-u)` falls strictly when one moves from `u > 0` to a different `v`
in the direction away from `u = 1`, or in any direction from `u = 1` itself. -/
theorem profile_lt {u v : ℝ} (hu : 0 < u) (hne : v ≠ u) (h : 0 ≤ (u - 1) * (v - u)) :
    v * Real.exp (-v) < u * Real.exp (-u) := by
  have h0 := Real.add_one_lt_exp (sub_ne_zero.2 hne)
  have h1 : v < u * Real.exp (v - u) := by
    nlinarith [mul_pos hu (sub_pos.2 h0)]
  calc v * Real.exp (-v) < u * Real.exp (v - u) * Real.exp (-v) :=
        mul_lt_mul_of_pos_right h1 (Real.exp_pos _)
    _ = u * Real.exp (-u) := by
        rw [mul_assoc, ← Real.exp_add]
        congr 2
        ring
```

`Real.add_one_lt_exp` is the strict exponential inequality. `nlinarith` receives its product with $u$ and combines it with the sign condition `h` to obtain `h1`. The `calc` block then multiplies by $e^{-v}$ and merges the exponents.

To return to durations, let $s$ be the old duration and $r$ the new one, both positive and different from each other, and put $v=w^2r^2/2$. Then

$$(u-1)(v-u)=\frac{w^2(r+s)}{4}\,(w^2s^2-2)(r-s).$$

The first factor is positive, so the sign condition becomes $(w^2s^2-2)(r-s)\ge0$. Under that condition $P(r)<P(s)$, provided that $V\neq0$ and $w>0$.

```lean
/-- For `V ≠ 0` and `w > 0`, changing the duration from `s > 0` to a different `r > 0` lowers
the excitation probability if the change leads away from the duration with `w² s² = 2`,
or starts there. -/
theorem probability_lt {V w r s : ℝ} (hV : V ≠ 0) (hw : 0 < w) (hr : 0 < r) (hs : 0 < s)
    (hne : r ≠ s) (h : 0 ≤ (w ^ 2 * s ^ 2 - 2) * (r - s)) :
    excitationProbability V w r < excitationProbability V w s := by
  have hne' : w ^ 2 * r ^ 2 / 2 ≠ w ^ 2 * s ^ 2 / 2 := by
    intro he
    have hp : w ^ 2 * (r + s) ≠ 0 := by positivity
    have hz : (w ^ 2 * (r + s)) * (r - s) = 0 := by linear_combination 2 * he
    exact hne (sub_eq_zero.1 ((mul_eq_zero.1 hz).resolve_left hp))
  have hdir : 0 ≤ (w ^ 2 * s ^ 2 / 2 - 1) * (w ^ 2 * r ^ 2 / 2 - w ^ 2 * s ^ 2 / 2) := by
    have hc : 0 ≤ w ^ 2 * (r + s) / 4 := by positivity
    have hm := mul_nonneg hc h
    linarith
  have key := profile_lt (by positivity) hne' hdir
  -- the probability is a positive multiple of the profile
  have hscale : ∀ x : ℝ, π * V ^ 2 * x ^ 2 * Real.exp (-(w ^ 2 * x ^ 2 / 2)) =
      2 * π * V ^ 2 / w ^ 2 * (w ^ 2 * x ^ 2 / 2 * Real.exp (-(w ^ 2 * x ^ 2 / 2))) := by
    intro x
    have hw0 : w ≠ 0 := hw.ne'
    field_simp
  rw [probability_gaussian V w hr, probability_gaussian V w hs, hscale r, hscale s]
  exact mul_lt_mul_of_pos_left key (by positivity)
```

`hne'` shows that different positive durations give different values of the profile variable. `hdir` carries the sign condition over by the identity above, and `hscale` writes the probability as the positive constant $2\pi V^2/w^2$ times the profile. If $V=0$, the probability vanishes for every duration and no strict inequality holds, which is why `hV` is assumed.

## The optimal duration

The turning point $u=1$ corresponds to $w^2s^2=2$, whose positive solution is $s=\sqrt2/w$.

```lean
/-- The duration `√2 / w`, for `w > 0`, satisfies `w² s² = 2`. -/
theorem optimal_duration_sq {w : ℝ} (hw : 0 < w) : w ^ 2 * (√2 / w) ^ 2 = 2 := by
  have hw0 : w ≠ 0 := hw.ne'
  rw [div_pow, Real.sq_sqrt (by norm_num)]
  field_simp
```

Start from this duration. The factor $w^2s^2-2$ is zero, so the sign condition holds whichever way the duration is changed. Every other positive duration therefore gives a strictly smaller probability:

$$P(s)<P(\sqrt2/w)\qquad\text{for } s>0,\ s\neq\sqrt2/w .$$

```lean
/-- For `V ≠ 0` and `w > 0`, every positive duration other than `√2 / w` gives a strictly
smaller excitation probability than `√2 / w` does. -/
theorem unique_optimal_duration {V w s : ℝ} (hV : V ≠ 0) (hw : 0 < w) (hs : 0 < s)
    (hne : s ≠ √2 / w) :
    excitationProbability V w s < excitationProbability V w (√2 / w) := by
  apply probability_lt hV hw hs (by positivity) hne
  rw [optimal_duration_sq hw, sub_self, zero_mul]
```

This single strict inequality says both that the maximum over positive durations is attained at $\sqrt2/w$ and that it is attained nowhere else. In the Lean proof the optimal duration plays the part of the old duration in `probability_lt`, and the sign condition reduces to $0\le0$.

The same comparison describes the whole curve. Take two durations $s<r$.

- If $r\le\sqrt2/w$, start at $r$ and move down to $s$. Both $w^2r^2-2$ and $s-r$ are at most zero, so their product is nonnegative and $P(s)<P(r)$.
- If $s\ge\sqrt2/w$, start at $s$ and move up to $r$. Both $w^2s^2-2$ and $r-s$ are nonnegative, and $P(r)<P(s)$.

```lean
/-- For `V ≠ 0` and `w > 0`, the excitation probability increases strictly with the duration
up to `√2 / w` and decreases strictly from there on. -/
theorem rise_and_fall {V w : ℝ} (hV : V ≠ 0) (hw : 0 < w) :
    StrictMonoOn (excitationProbability V w) (Set.Ioc 0 (√2 / w)) ∧
      StrictAntiOn (excitationProbability V w) (Set.Ici (√2 / w)) := by
  have hopt := optimal_duration_sq hw
  have hpos : 0 < √2 / w := by positivity
  constructor
  · intro s hs r hr hsr
    have hr0 : 0 < r := hr.1
    have hr1 : r ≤ √2 / w := hr.2
    have hle : w ^ 2 * r ^ 2 ≤ w ^ 2 * (√2 / w) ^ 2 := by gcongr
    apply probability_lt hV hw hs.1 hr0 hsr.ne
    nlinarith [mul_nonneg (sub_nonneg.2 (hle.trans_eq hopt)) (sub_nonneg.2 hsr.le)]
  · intro s hs r hr hsr
    have hs1 : √2 / w ≤ s := hs
    have hle : w ^ 2 * (√2 / w) ^ 2 ≤ w ^ 2 * s ^ 2 := by gcongr
    have hs0 : 0 < s := hpos.trans_le hs1
    apply probability_lt hV hw (hs0.trans hsr) hs0 hsr.ne'
    exact mul_nonneg (by linarith) (by linarith)
```

`StrictMonoOn` on `Set.Ioc 0 (√2 / w)` means strict growth for $0<s\le\sqrt2/w$, and `StrictAntiOn` on `Set.Ici (√2 / w)` means strict decrease for $s\ge\sqrt2/w$. The second half is the precise form of the statement that a longer pulse of the same amplitude can excite less: once the duration has reached $\sqrt2/w$, every further lengthening lowers the first-order probability. In the proof, `gcongr` turns the ordering of the durations into an ordering of $w^2s^2$ or $w^2r^2$ relative to its value at the optimum, which fixes the signs used in the two cases.

Inserting $w^2s^2=2$ into the closed form gives the height of the maximum:

$$P(\sqrt2/w)=\pi V^2\,\frac{2}{w^2}\,e^{-1}=\frac{2\pi V^2}{e\,w^2}.$$

```lean
/-- For `w > 0`, the excitation probability at duration `√2 / w` is `2 π V² / (e w²)`. -/
theorem peak_probability (V : ℝ) {w : ℝ} (hw : 0 < w) :
    excitationProbability V w (√2 / w) = 2 * π * V ^ 2 / w ^ 2 * Real.exp (-1) := by
  rw [probability_gaussian V w (by positivity), optimal_duration_sq hw, div_pow,
    Real.sq_sqrt (by norm_num), div_self (by norm_num : (2 : ℝ) ≠ 0)]
  ring
```

The peak value depends only on the ratio $V/w$. It is small when $|V|$ is much smaller than $w$, and that is the regime in which a first-order treatment of the maximum is reasonable.

## Zero frequency and fixed pulse area

The maximum depends on two conditions, a nonzero frequency and a fixed amplitude. If $w=0$, the two levels are degenerate, the phase factor is 1 for all times, and the exponential disappears:

$$P(s)=\pi V^2s^2 .$$

For $V\neq0$ this grows with the duration without limit, so there is no optimal duration. It also exceeds 1 for long pulses, where the first-order approximation has plainly failed.

```lean
/-- At zero transition frequency the first-order probability for a duration `s > 0` is
`π V² s²`. -/
theorem probability_resonant (V : ℝ) {s : ℝ} (hs : 0 < s) :
    excitationProbability V 0 s = π * V ^ 2 * s ^ 2 := by
  rw [probability_gaussian V 0 hs]
  simp
```

The second condition concerns what is held constant while the duration changes. Let $A=Vs\sqrt\pi$ be the area under the pulse. If $A$ is kept fixed, the amplitude must be $V=A/(s\sqrt\pi)$, and then $\pi V^2s^2=A^2$. The closed form becomes

$$P(s)=A^2e^{-w^2s^2/2}.$$

```lean
/-- If the peak coupling is scaled with the duration `s > 0` as `A / (s √π)`, the first-order
probability is `A² exp(-w² s² / 2)`. -/
theorem probability_fixed_area (A w : ℝ) {s : ℝ} (hs : 0 < s) :
    excitationProbability (A / (s * √π)) w s =
      A ^ 2 * Real.exp (-(w ^ 2 * s ^ 2 / 2)) := by
  have hs0 : s ≠ 0 := hs.ne'
  have hpi : π ≠ 0 := Real.pi_ne_zero
  have hc : π * (A / (s * √π)) ^ 2 * s ^ 2 = A ^ 2 := by
    rw [div_pow, mul_pow, Real.sq_sqrt Real.pi_pos.le]
    field_simp
  rw [probability_gaussian _ w hs, hc]

end

end GaussianPulseExcitation
```

The theorem passes `A / (s * √π)` as the peak coupling to the same `excitationProbability`, and `hc` carries out the cancellation to $A^2$. For $A\neq0$ and $w>0$ the expression decreases throughout $s>0$, so the initial rise found at fixed amplitude is absent.

For a simulation of a two-level system driven weakly by a carrier-free Gaussian pulse, these formulas give, at each fixed duration, the leading order in the coupling, and so a reference for a scan over pulse durations that are not much longer than $1/w$. For much longer pulses of fixed amplitude the first-order term is so small that higher orders can exceed it. They also show that the outcome of such a scan depends on whether the amplitude or the area is held fixed.

```lean
#print axioms GaussianPulseExcitation.amplitude_gaussian
-- 'GaussianPulseExcitation.amplitude_gaussian' depends on axioms: [propext, Classical.choice, Quot.sound]
#print axioms GaussianPulseExcitation.unique_optimal_duration
-- 'GaussianPulseExcitation.unique_optimal_duration' depends on axioms: [propext, Classical.choice, Quot.sound]
#print axioms GaussianPulseExcitation.probability_resonant
-- 'GaussianPulseExcitation.probability_resonant' depends on axioms: [propext, Classical.choice, Quot.sound]
#print axioms GaussianPulseExcitation.probability_fixed_area
-- 'GaussianPulseExcitation.probability_fixed_area' depends on axioms: [propext, Classical.choice, Quot.sound]
```
